# A framework of N atoms in space with fewer than 3N − 6 bonds has a floppy mode

Build a molecule from stiff rods and joints that turn freely. Two rods meeting at a joint make a bent triatomic whose angle can open and close without stretching either rod. Six rods along the edges of a tetrahedron hold four joints firmly in place relative to one another. For a larger structure one would like to know from the numbers of atoms and bonds alone whether some internal motion is left free.

Counting suggests an answer. There are 3N Cartesian coordinates, six of which can be spent on translations and rotations, and each of the E bonds imposes one condition. If E + 6 < 3N, something should remain. The Lean file below proves this to first order in the displacements, for any positions of the atoms.

In a harmonic force field that contains only bond stretches, expanded about unstretched bonds of nonzero length, such a mode has zero frequency although it is neither a translation nor a rotation; a harmonic restoring force has to come from other terms, such as angle, torsion or non-bonded ones.

## Displacements, bonds and the B matrix

```lean
import Mathlib

open Matrix

namespace MaxwellCounting

noncomputable section
```

The file loads the mathematics library Mathlib and switches on its matrix notation.

```lean
/-- Cartesian displacements of `N` atoms, stacked into one vector with `3N` components. -/
abbrev Displacement (N : ℕ) := Fin N × Fin 3 → ℝ
```

`Fin N` is the set of labels 0, …, N − 1, and `Fin 3` labels the Cartesian components 0, 1, 2. A `Displacement N` assigns a real number u(i,k) to each atom i and component k, so it is a vector with 3N entries.

```lean
/-- The B matrix of a list of bonds: each row is the gradient of half the squared length
of one bond with respect to the Cartesian coordinates of the atoms. -/
def bMatrix {N E : ℕ} (x : Fin N → Fin 3 → ℝ) (bond : Fin E → Fin N × Fin N) :
    Matrix (Fin E) (Fin N × Fin 3) ℝ :=
  Matrix.of fun b p =>
    ((if p.1 = (bond b).1 then 1 else 0) - (if p.1 = (bond b).2 then 1 else 0)) *
      (x (bond b).1 p.2 - x (bond b).2 p.2)
```

The positions are `x`, with x_i the position of atom i. The list `bond` gives an ordered pair of atoms for each bond number b. Write i and j for the two atoms of bond b, which Lean calls `(bond b).1` and `(bond b).2`. The entry in row b and column (a,k) is

B(b; a,k) = (δ_ai − δ_aj) (x_i,k − x_j,k),

which is the derivative of ½|x_i − x_j|² with respect to coordinate k of atom a.

The rows could instead have been gradients of the bond length r = |x_i − x_j| itself, as for a stretch in Wilson's B matrix. Each row would then be divided by r, and its product with a displacement would be the first-order change of length,

δr = ⟨x_i − x_j, u_i − u_j⟩ / r.

For bonds of nonzero length this leaves the zero modes the same, but the definition would need r ≠ 0. The file makes no such assumption. It also allows a bond to be listed twice, or to join an atom to itself; every entry counts towards E. For a bond whose ends are at different points, keeping the squared length to first order is the same as keeping the length.

```lean
/-- The zero modes: displacements that leave every squared bond length unchanged to first order. -/
abbrev zeroModes {N E : ℕ} (x : Fin N → Fin 3 → ℝ) (bond : Fin E → Fin N × Fin N) :
    Submodule ℝ (Displacement N) :=
  LinearMap.ker (bMatrix x bond).mulVecLin
```

A zero mode is a displacement u with Bu = 0. `LinearMap.ker` is the kernel, and the type `Submodule ℝ` records that it is a linear subspace.

```lean
/-- The self-stresses: bond coefficients whose forces, given by the transposed B matrix, cancel on
every atom. -/
abbrev selfStresses {N E : ℕ} (x : Fin N → Fin 3 → ℝ) (bond : Fin E → Fin N × Fin N) :
    Submodule ℝ (Fin E → ℝ) :=
  LinearMap.ker (bMatrix x bond)ᵀ.mulVecLin
```

A self-stress is a vector s, with one number per bond, that satisfies Bᵀs = 0. Bond b contributes s_b (x_i − x_j) to atom i and the opposite vector to atom j, and the contributions cancel on every atom. These are the bond forces up to a common sign, since a bond under tension pulls atom i towards atom j. Because the rows are not normalised, s_b is the tension divided by the bond length r, for r ≠ 0.

```lean
/-- The displacement `t + w × x_i` produced by a translation `t` and an infinitesimal
rotation `w`. -/
def rigidMap {N : ℕ} (x : Fin N → Fin 3 → ℝ) :
    ((Fin 3 → ℝ) × (Fin 3 → ℝ)) →ₗ[ℝ] Displacement N where
  toFun q := fun p => (q.1 + q.2 ⨯₃ x p.1) p.2
  map_add' q r := by
    ext p
    simp only [Prod.fst_add, Prod.snd_add, map_add, LinearMap.add_apply, Pi.add_apply]
    ring
  map_smul' c q := by
    ext p
    simp only [Prod.smul_fst, Prod.smul_snd, map_smul, LinearMap.smul_apply, Pi.add_apply,
      Pi.smul_apply, smul_eq_mul, RingHom.id_apply]
    ring
```

A translation t and an infinitesimal rotation w displace atom i by

u_i = t + w × x_i.

The symbol `⨯₃` is the cross product, and `→ₗ[ℝ]` says that the map from the pair (t, w) to the displacement is linear. The fields `map_add'` and `map_smul'` prove this, component by component.

```lean
/-- The space of rigid displacements of the atoms. -/
abbrev rigidMotions {N : ℕ} (x : Fin N → Fin 3 → ℝ) : Submodule ℝ (Displacement N) :=
  LinearMap.range (rigidMap x)
```

The rigid displacements are the range of that map: everything that some t and w can produce.

## What the matrix does to a displacement

```lean
/-- Applied to a displacement `u`, the B matrix returns `⟨x_i - x_j, u_i - u_j⟩` for each
bond `ij`. -/
theorem bMatrix_mulVec {N E : ℕ} (x : Fin N → Fin 3 → ℝ) (bond : Fin E → Fin N × Fin N)
    (u : Displacement N) (b : Fin E) :
    (bMatrix x bond *ᵥ u) b = (x (bond b).1 - x (bond b).2) ⬝ᵥ
      (fun k => u ((bond b).1, k) - u ((bond b).2, k)) := by
  simp only [Matrix.mulVec, dotProduct, bMatrix, Matrix.of_apply, Pi.sub_apply]
  rw [Fintype.sum_prod_type_right]
  refine Finset.sum_congr rfl fun k _ => ?_
  -- only the two atoms of the bond contribute
  simp only [sub_mul, ite_mul, one_mul, zero_mul, Finset.sum_sub_distrib,
    Finset.sum_ite_eq', Finset.mem_univ, if_true]
  ring
```

This first theorem checks that the matrix has the intended meaning:

(Bu)_b = ⟨x_i − x_j, u_i − u_j⟩.

In Lean, `*ᵥ` is matrix times vector and `⬝ᵥ` is the dot product. By hand, one sums over all atoms a and components k:

(Bu)_b = Σ_k Σ_a (δ_ai − δ_aj) (x_i,k − x_j,k) u(a,k)
= Σ_k (x_i,k − x_j,k) (u(i,k) − u(j,k)).

The proof does the same. `Fintype.sum_prod_type_right` splits the sum over pairs, with k outside; the last `simp only` evaluates the sum over atoms, and `ring` reorders the product.

## Counting dimensions

```lean
/-- `N` atoms have `3N` Cartesian degrees of freedom. -/
theorem finrank_displacement (N : ℕ) : Module.finrank ℝ (Displacement N) = 3 * N := by
  simp only [Module.finrank_fintype_fun_eq_card, Fintype.card_prod, Fintype.card_fin]
  omega
```

`Module.finrank` is the dimension of a vector space. A vector indexed by N atoms and three components has dimension 3N.

```lean
/-- The rigid displacements span at most six dimensions. -/
theorem finrank_rigidMotions_le {N : ℕ} (x : Fin N → Fin 3 → ℝ) :
    Module.finrank ℝ (rigidMotions x) ≤ 6 := by
  have h := LinearMap.finrank_range_le (rigidMap x)
  have h6 : Module.finrank ℝ ((Fin 3 → ℝ) × (Fin 3 → ℝ)) = 6 := by
    simp [Module.finrank_prod]
  exact h.trans h6.le
```

The range of a linear map is no larger in dimension than its source. The pairs (t, w) form a six-dimensional space, so the rigid displacements span at most six dimensions. The bound is an inequality because some arrangements give fewer. Two or more atoms at different points of one line give five, since rotation about the line moves nothing, and a single atom gives three.

```lean
/-- Maxwell–Calladine count: the number of independent zero modes plus the number of bonds
equals `3N` plus the number of independent self-stresses. -/
theorem maxwell_calladine {N E : ℕ} (x : Fin N → Fin 3 → ℝ)
    (bond : Fin E → Fin N × Fin N) :
    Module.finrank ℝ (zeroModes x bond) + E =
      3 * N + Module.finrank ℝ (selfStresses x bond) := by
  have h1 : Module.finrank ℝ (LinearMap.range (bMatrix x bond).mulVecLin) +
      Module.finrank ℝ (zeroModes x bond) = Module.finrank ℝ (Displacement N) :=
    LinearMap.finrank_range_add_finrank_ker (bMatrix x bond).mulVecLin
  have h2 : Module.finrank ℝ (LinearMap.range (bMatrix x bond)ᵀ.mulVecLin) +
      Module.finrank ℝ (selfStresses x bond) = Module.finrank ℝ (Fin E → ℝ) :=
    LinearMap.finrank_range_add_finrank_ker (bMatrix x bond)ᵀ.mulVecLin
  -- the B matrix and its transpose have the same rank
  have h3 := Matrix.rank_transpose (bMatrix x bond)
  unfold Matrix.rank at h3
  rw [finrank_displacement] at h1
  rw [Module.finrank_fintype_fun_eq_card, Fintype.card_fin] at h2
  omega
```

Write Z for the dimension of the zero modes and S for that of the self-stresses. The theorem states

Z + E = 3N + S.

By hand, apply rank–nullity to B and to its transpose:

rank B + Z = 3N,
rank Bᵀ + S = E.

The two ranks are equal, so subtracting gives Z − S = 3N − E, which is the claim. The steps `h1`, `h2` and `h3` are these three facts, and `omega`, which settles linear arithmetic over the integers and natural numbers, combines them. A redundant bond therefore removes no zero mode; it adds a self-stress instead.

## Separating floppy modes from rigid ones

```lean
/-- There is a space of zero modes, containing no rigid displacement except zero, whose
dimension is at least `3N - E - 6` plus the number of independent self-stresses. -/
theorem exists_floppy_space {N E : ℕ} (x : Fin N → Fin 3 → ℝ)
    (bond : Fin E → Fin N × Fin N) :
    ∃ F : Submodule ℝ (Displacement N), F ≤ zeroModes x bond ∧
      Disjoint F (rigidMotions x) ∧
      3 * N + Module.finrank ℝ (selfStresses x bond) ≤ Module.finrank ℝ F + E + 6 := by
  -- cut the zero modes with a complement of the rigid displacements
  obtain ⟨C, hC⟩ := Submodule.exists_isCompl (rigidMotions x)
  refine ⟨zeroModes x bond ⊓ C, inf_le_left, hC.disjoint.symm.mono_left inf_le_right, ?_⟩
  have h1 := Submodule.finrank_add_eq_of_isCompl hC
  have h2 := Submodule.finrank_sup_add_finrank_inf_eq (zeroModes x bond) C
  have h3 := Submodule.finrank_le (zeroModes x bond ⊔ C)
  have h4 := finrank_rigidMotions_le x
  have h5 := maxwell_calladine x bond
  rw [finrank_displacement] at h1 h3
  omega
```

The theorem provides a subspace F of the zero modes that meets the rigid displacements only at zero, with

3N + S ≤ dim F + E + 6.

In other words, dim F ≥ 3N + S − E − 6. The additive form avoids subtraction of natural numbers.

By hand, let R be the space of rigid displacements and choose a complement C, so that every displacement is uniquely a sum of one vector from R and one from C. Then

dim C = 3N − dim R ≥ 3N − 6.

Take F to be the intersection of the zero modes with C. The sum of these two subspaces lies inside the full 3N-dimensional space, so

dim F ≥ Z + dim C − 3N ≥ Z − 6 = 3N + S − E − 6.

The last equality is the count from the previous theorem. In the proof, `obtain` picks C, `refine` proposes the intersection `zeroModes x bond ⊓ C`, and `h1` to `h5` collect the dimension facts for `omega`. The argument never needs to know that rigid displacements are themselves zero modes.

```lean
/-- If `E + 6` is less than `3N` plus the number of independent self-stresses, some displacement
preserves all squared bond lengths to first order and is not rigid. -/
theorem exists_floppy_mode_of_selfStress {N E : ℕ} (x : Fin N → Fin 3 → ℝ)
    (bond : Fin E → Fin N × Fin N)
    (hE : E + 6 < 3 * N + Module.finrank ℝ (selfStresses x bond)) :
    ∃ u : Fin N → Fin 3 → ℝ,
      (∀ b, (x (bond b).1 - x (bond b).2) ⬝ᵥ (u (bond b).1 - u (bond b).2) = 0) ∧
      ¬ ∃ t w : Fin 3 → ℝ, ∀ i, u i = t + w ⨯₃ x i := by
  obtain ⟨F, hF, hd, hdim⟩ := exists_floppy_space x bond
  have hne : F ≠ ⊥ := by
    intro h
    rw [h, finrank_bot] at hdim
    omega
  obtain ⟨u, huF, hu0⟩ := Submodule.exists_mem_ne_zero_of_ne_bot hne
  refine ⟨fun i k => u (i, k), fun b => ?_, ?_⟩
  · have h := congrFun (LinearMap.mem_ker.mp (hF huF)) b
    rw [Matrix.mulVecLin_apply, bMatrix_mulVec] at h
    exact h
  · -- a rigid vector of the floppy space would vanish
    rintro ⟨t, w, h⟩
    have hr : u ∈ rigidMotions x := by
      refine ⟨(t, w), ?_⟩
      ext ⟨i, k⟩
      exact (congrFun (h i) k).symm
    exact hu0 (Submodule.disjoint_def.mp hd u huF hr)
```

Now the hypothesis `hE` is E + 6 < 3N + S. The conclusion, after `∃ u`, has two parts. For every bond,

⟨x_i − x_j, u_i − u_j⟩ = 0,

and there are no t and w with u_i = t + w × x_i for all atoms i. The symbol `¬` is "not".

By hand, if F contained only zero, its dimension bound would read 3N + S ≤ E + 6, against the hypothesis. So F contains a nonzero u. It is a zero mode, which gives the first part. If it were rigid, it would lie both in F and in the rigid displacements, and would have to vanish, which gives the second.

The Lean proof follows this order. `hne` establishes that F is not the zero space `⊥`, and the next line extracts u. The first bullet translates Bu = 0 into dot products through `bMatrix_mulVec`; the second derives the contradiction from a supposed t and w.

Three atoms at 0, 1 and 2 on a line, with all three pairs bonded, show what S adds. Here E + 6 = 3N = 9, but S = 1: the tensions in the two short bonds balance a compression in the long one. The middle atom can move sideways without changing any length to first order. Yet lengths 1, 1 and 2 force the three atoms onto a line, so only rigid motions keep all three exactly. A floppy mode in this sense need not continue to a finite motion.

## Maxwell's criterion

```lean
/-- Maxwell counting: `N` atoms in space joined by `E` bonds with `E + 6 < 3N` have a floppy mode, a
displacement that preserves all squared bond lengths to first order and is not rigid. -/
theorem maxwell_floppy_mode {N E : ℕ} (x : Fin N → Fin 3 → ℝ)
    (bond : Fin E → Fin N × Fin N) (hE : E + 6 < 3 * N) :
    ∃ u : Fin N → Fin 3 → ℝ,
      (∀ b, (x (bond b).1 - x (bond b).2) ⬝ᵥ (u (bond b).1 - u (bond b).2) = 0) ∧
      ¬ ∃ t w : Fin 3 → ℝ, ∀ i, u i = t + w ⨯₃ x i :=
  exists_floppy_mode_of_selfStress x bond (by omega)
```

Since S is never negative, E + 6 < 3N implies the hypothesis of the previous theorem, and `omega` supplies that step. The criterion needs only the numbers of atoms and bonds.

The hypothesis requires N ≥ 3. The smallest case is three atoms with at most two bonds. For a bent triatomic with two bonds there are 9 − 2 = 7 independent zero modes, of which six are rigid; the remaining one is the bend.

The criterion works in one direction only. Two atoms with no bond have E + 6 = 3N, so it says nothing about them, yet they can plainly move apart. Bonds may be badly placed, with too many in one part of a structure and too few in another.

## The tetrahedron at the boundary

```lean
/-- Four atoms at the origin and at the three Cartesian unit vectors. -/
def tetra : Fin 4 → Fin 3 → ℝ := ![![0, 0, 0], ![1, 0, 0], ![0, 1, 0], ![0, 0, 1]]
```

Atom 0 sits at the origin and atoms 1, 2 and 3 at the Cartesian unit vectors. Three edges have length 1 and three have length √2.

```lean
/-- The six edges of the tetrahedron. -/
def tetraBond : Fin 6 → Fin 4 × Fin 4 := ![(0, 1), (0, 2), (0, 3), (1, 2), (1, 3), (2, 3)]
```

All six pairs of atoms are bonded, so E + 6 = 12 = 3N.

```lean
/-- The tetrahedron with its six edges as bonds, for which `E + 6 = 3N`, has no floppy mode:
every displacement that stretches no bond to first order is rigid. -/
theorem tetrahedron_no_floppy_mode (u : Fin 4 → Fin 3 → ℝ)
    (h : ∀ b, (tetra (tetraBond b).1 - tetra (tetraBond b).2) ⬝ᵥ
      (u (tetraBond b).1 - u (tetraBond b).2) = 0) :
    ∃ t w : Fin 3 → ℝ, ∀ i, u i = t + w ⨯₃ tetra i := by
  have h0 := h 0
  have h1 := h 1
  have h2 := h 2
  have h3 := h 3
  have h4 := h 4
  have h5 := h 5
  simp [tetra, tetraBond, dotProduct, Fin.sum_univ_three] at h0 h1 h2 h3 h4 h5
  -- read off the translation from atom 0 and the rotation from atoms 1 and 2
  refine ⟨u 0, ![u 2 2 - u 0 2, -(u 1 2 - u 0 2), u 1 1 - u 0 1], fun i => ?_⟩
  ext k
  fin_cases i <;> fin_cases k <;> simp [tetra, cross_apply] <;> linarith

end

end MaxwellCounting
```

The theorem says that every u satisfying the six bond conditions is rigid. The strict inequality in Maxwell's criterion therefore cannot be relaxed to E + 6 ≤ 3N.

By hand, take t = u_0 and set v_i = u_i − u_0. The bonds from atom 0 give

v_1,0 = 0, v_2,1 = 0, v_3,2 = 0,

and the other three give

v_2,0 = −v_1,1, v_3,0 = −v_1,2, v_3,1 = −v_2,2.

Now choose the rotation

w = (v_2,2, −v_1,2, v_1,1).

Its cross products with the positions of atoms 1, 2 and 3 are

w × x_1 = (0, v_1,1, v_1,2) = v_1,
w × x_2 = (−v_1,1, 0, v_2,2) = v_2,
w × x_3 = (−v_1,2, −v_2,2, 0) = v_3.

Atom 0 has v_0 = 0 and x_0 = 0, so u_i = t + w × x_i holds for all four atoms.

In Lean, `h0` to `h5` are the six bond conditions, which `simp` reduces to equations between components. The `refine` line supplies the same t and w. Then `fin_cases` goes through the four atoms and three components, and `linarith` closes the linear equations that remain.

```lean
#print axioms MaxwellCounting.maxwell_floppy_mode
#print axioms MaxwellCounting.tetrahedron_no_floppy_mode
```

```
'MaxwellCounting.maxwell_floppy_mode' depends on axioms: [propext, Classical.choice, Quot.sound]
'MaxwellCounting.tetrahedron_no_floppy_mode' depends on axioms: [propext, Classical.choice, Quot.sound]
```
